# Two virtual hops between singly occupied sites give Heisenberg exchange 4t²/U

Unless the bond count is fixed, a Heisenberg coupling derived from Hubbard parameters can be wrong by a factor of two.

In Lean 4 with Mathlib:

```lean
import Mathlib

open Finset

namespace Superexchange

noncomputable section

variable {L : ℕ} {A : Type*} [Ring A] [StarRing A] [Algebra ℂ A]
```

`L` counts sites; `A` is the operator algebra, with `star` as adjoint.

```lean
/-- Canonical anticommutation relations for sites `i` and spins `0` (up), `1` (down). -/
structure CAR (c : Fin L → Fin 2 → A) : Prop where
  anti : ∀ i j s r, c i s * c j r + c j r * c i s = 0
  car : ∀ i j s r, c i s * star (c j r) + star (c j r) * c i s = if i = j ∧ s = r then 1 else 0
```

c_(i,s) removes spin s at site i. We assume, with {a,b} = ab+ba,

{c_(i,s),c_(j,r)} = 0
{c_(i,s),c*_(j,r)} = δ_ij·δ_sr

```lean
-- Jordan-Wigner matrices realise these relations; the instance is omitted for length.

/-- Spin-conserving hop from site `j` to site `i`. -/
def hop (c : Fin L → Fin 2 → A) (i j : Fin L) : A := ∑ s, star (c i s) * c j s
```

One electron hops from j to i:

h_ij = Σ_s c*_(i,s)c_(j,s)

```lean
/-- Number of electrons on site `i`. -/
def number (c : Fin L → Fin 2 → A) (i : Fin L) : A := hop c i i
```

Electron number:

N_i = h_ii

```lean
/-- Double occupancy of site `i`. -/
def doublon (c : Fin L → Fin 2 → A) (i : Fin L) : A :=
  star (c i 0) * c i 0 * (star (c i 1) * c i 1)
```

Double occupancy, from n_(i,s):

n_(i,s) = c*_(i,s)c_(i,s)
d_i = n_(i,↑)n_(i,↓)

```lean
/-- The double-occupancy count `D`. -/
def doubles (c : Fin L → Fin 2 → A) : A := ∑ i, doublon c i
```

Total doublons:

D = Σ_i d_i

```lean
/-- Single occupancy of site `i`, as the polynomial `N (2 - N)` in its electron number. -/
def occOne (c : Fin L → Fin 2 → A) (i : Fin L) : A := number c i * (2 - number c i)
```

One for a single electron, zero otherwise:

q_i = N_i(2−N_i)

```lean
/-- The projector `P` on all sites singly occupied. -/
def singly (c : Fin L → Fin 2 → A) : A := ((List.finRange L).map (occOne c)).prod
```

The projector onto one electron per site:

P = Π_i q_i

```lean
/-- The hopping Hamiltonian `T`. -/
def kinetic (t : Fin L → Fin L → ℝ) (c : Fin L → Fin 2 → A) : A :=
  -∑ i, ∑ j, (t i j : ℂ) • hop c i j
```

Hopping over ordered pairs, with real t_ij:

T = −Σ_ij t_ij·h_ij

```lean
/-- Spin component `x` on site `i`. -/
def spinX (c : Fin L → Fin 2 → A) (i : Fin L) : A :=
  (1 / 2 : ℂ) • (star (c i 0) * c i 1 + star (c i 1) * c i 0)
```

Spin in units of ħ:

S^x_i = (c*_(i,↑)c_(i,↓)+c*_(i,↓)c_(i,↑))/2

```lean
/-- Spin component `y` on site `i`. -/
def spinY (c : Fin L → Fin 2 → A) (i : Fin L) : A :=
  (Complex.I / 2) • (star (c i 1) * c i 0 - star (c i 0) * c i 1)
```

Here √−1 is `Complex.I`:

S^y_i = (√−1/2)(c*_(i,↓)c_(i,↑)−c*_(i,↑)c_(i,↓))

```lean
/-- Spin component `z` on site `i`. -/
def spinZ (c : Fin L → Fin 2 → A) (i : Fin L) : A :=
  (1 / 2 : ℂ) • (star (c i 0) * c i 0 - star (c i 1) * c i 1)
```

Half the spin imbalance:

S^z_i = (n_(i,↑)−n_(i,↓))/2

```lean
/-- The scalar product of the spins on sites `i` and `j`. -/
def spinDot (c : Fin L → Fin 2 → A) (i j : Fin L) : A :=
  spinX c i * spinX c j + spinY c i * spinY c j + spinZ c i * spinZ c j
```

The scalar product S_i·S_j.

```lean
/-- Change of the electron number on site `k` when an electron hops from `j` to `i`. -/
def transfer (k i j : Fin L) : ℂ := (if k = i then 1 else 0) - (if k = j then 1 else 0)
```

The change in N_k under h_ij:

τ_k = δ_ki−δ_kj

```lean
variable [StarModule ℂ A] {c : Fin L → Fin 2 → A}

omit [Algebra ℂ A] [StarModule ℂ A] in
/-- Two on-site bilinears commute if neither annihilates the mode that the other creates. -/
theorem bilinear_comm (h : CAR c) {i j : Fin L} {s r u v : Fin 2}
    (h1 : ¬(i = j ∧ r = u)) (h2 : ¬(j = i ∧ v = s)) :
    star (c i s) * c i r * (star (c j u) * c j v) =
      star (c j u) * c j v * (star (c i s) * c i r) := by
  have a := (h.car i j r u).trans (if_neg h1)
  have b := (h.car j i v s).trans (if_neg h2)
  have d : star (c i s) * star (c j u) + star (c j u) * star (c i s) = 0 := by
    rw [← star_mul, ← star_mul, ← star_add, h.anti, star_zero]
  linear_combination (norm := noncomm_ring) star (c i s) * a * c j v
    - star (c i s) * star (c j u) * h.anti i j r v + d * c j v * c i r - star (c j u) * b * c i r
```

On-site pairs commute if neither removes what the other creates; `linear_combination` sums the anticommutators.

```lean
/-- A hop from `j` to `i` shifts the electron number of site `k` by `transfer k i j`. -/
theorem number_hop (h : CAR c) (k i j : Fin L) :
    number c k * hop c i j = hop c i j * number c k + transfer k i j • hop c i j := by
  have low : ∀ j r, number c k * c j r =
      c j r * number c k - (if k = j then (1 : ℂ) else 0) • c j r := by
    intro j r
    have e : ∀ s, star (c k s) * c k s * c j r = c j r * (star (c k s) * c k s)
        - (if j = k ∧ r = s then (1 : A) else 0) * c k s := by
      intro s
      rw [← h.car j k r s]
      linear_combination (norm := noncomm_ring) star (c k s) * h.anti k j s r
    have hs : ∑ s, (if j = k ∧ r = s then (1 : A) else 0) * c k s =
        (if k = j then (1 : ℂ) else 0) • c j r := by
      by_cases hk : k = j
      · subst hk; simp
      · simp [hk, Ne.symm hk]
    unfold number hop
    rw [sum_mul, sum_congr rfl (fun s _ => e s), sum_sub_distrib, ← mul_sum, hs]
  have up : ∀ r, number c k * star (c i r) =
      star (c i r) * number c k + (if k = i then (1 : ℂ) else 0) • star (c i r) := by
    intro r
    have e := congrArg star (low i r)
    have hn : star (number c k) = number c k := by simp [number, hop]
    have hd : star (if k = i then (1 : ℂ) else 0) = if k = i then 1 else 0 := by
      split_ifs <;> simp
    rw [star_mul, star_sub, star_mul, star_smul, hn, hd] at e
    rw [e, sub_add_cancel]
  have e : ∀ s, number c k * (star (c i s) * c j s) =
      star (c i s) * c j s * number c k + transfer k i j • (star (c i s) * c j s) := by
    intro s
    unfold transfer
    linear_combination (norm :=
      (simp only [mul_sub, add_mul, mul_smul_comm, smul_mul_assoc, mul_assoc]; module))
      up s * c j s + star (c i s) * low j s
  unfold hop
  rw [mul_sum, sum_mul, smul_sum, ← sum_add_distrib]
  exact sum_congr rfl fun s _ => e s
```

Anticommuting gives the first commutator; its adjoint and the product rule give the second:

[N_k,c_(j,r)] = −δ_kj·c_(j,r)
[N_k,h_ij] = τ_k·h_ij

```lean
omit [StarModule ℂ A] in
/-- On one site `N² = N + 2d` and `N d = 2d`, with `d` the double occupancy. -/
theorem number_sq (h : CAR c) (i : Fin L) :
    number c i * number c i = number c i + doublon c i + doublon c i ∧
      number c i * doublon c i = doublon c i + doublon c i := by
  have idem : ∀ s, star (c i s) * c i s * (star (c i s) * c i s) = star (c i s) * c i s := by
    intro s
    have z : c i s * c i s = 0 := by
      linear_combination (norm := module) (1 / 2 : ℂ) • h.anti i i s s
    have o := (h.car i i s s).trans (if_pos ⟨rfl, rfl⟩)
    linear_combination (norm := noncomm_ring)
      star (c i s) * o * c i s - star (c i s) * star (c i s) * z
  have hc := bilinear_comm h (i := i) (j := i) (s := 0) (r := 0) (u := 1) (v := 1)
    (by simp) (by simp)
  have h0 := idem 0
  have h1 := idem 1
  simp only [number, hop, doublon, Fin.sum_univ_two]
  generalize star (c i 0) * c i 0 = x at *
  generalize star (c i 1) * c i 1 = y at *
  constructor
  · linear_combination (norm := noncomm_ring) h0 + h1 - hc
  · linear_combination (norm := noncomm_ring) h0 * y - hc * y + x * h1
```

Since c_(i,s) squares to zero, n_(i,s) is idempotent. Expanding N_i gives

N_i² = N_i+2d_i
N_i·d_i = 2d_i

```lean
omit [Algebra ℂ A] [StarModule ℂ A] in
/-- An operator that conserves every site's electron number commutes with `P`. -/
theorem singly_comm {x : A} (hx : ∀ k, number c k * x = x * number c k) :
    singly c * x = x * singly c := by
  have key : ∀ l : List (Fin L), (l.map (occOne c)).prod * x = x * (l.map (occOne c)).prod := by
    intro l
    induction l with
    | nil => simp
    | cons k l ih =>
      have e : occOne c k * x = x * occOne c k := by
        unfold occOne
        linear_combination (norm := noncomm_ring)
          hx k + hx k - number c k * hx k - hx k * number c k
      rw [List.map_cons, List.prod_cons, mul_assoc, ih, ← mul_assoc, e, mul_assoc]
  exact key _
```

An x commuting with every N_k passes through P factor by factor.

```lean
/-- `P` has one electron on every site, fixes everything with one electron on every site,
and is self-adjoint. -/
theorem singly_projector (h : CAR c) :
    (∀ i, number c i * singly c = singly c ∧ singly c * number c i = singly c) ∧
      (∀ x, (∀ i, number c i * x = x) → singly c * x = x) ∧ star (singly c) = singly c := by
  have comm : ∀ i k, number c i * number c k = number c k * number c i := fun i k => by
    simpa [transfer, number] using number_hop h i k k
  have h1 : ∀ i, number c i * singly c = singly c := by
    intro i
    have key : ∀ l : List (Fin L), i ∈ l →
        number c i * (l.map (occOne c)).prod = (l.map (occOne c)).prod := by
      intro l hl
      induction l with
      | nil => simp at hl
      | cons k l ih =>
        rw [List.map_cons, List.prod_cons, ← mul_assoc]
        by_cases hk : i = k
        · subst hk
          obtain ⟨hs, hd⟩ := number_sq h i
          have e : number c i * occOne c i = occOne c i := by
            unfold occOne
            linear_combination (norm := noncomm_ring) hs + hs - hd - hd - number c i * hs
          rw [e]
        · have q := comm i k
          have e : number c i * occOne c k = occOne c k * number c i := by
            unfold occOne
            linear_combination (norm := noncomm_ring) q + q - q * number c k - number c k * q
          rw [e, mul_assoc, ih ((List.mem_cons.mp hl).resolve_left hk)]
    exact key _ (List.mem_finRange i)
  have h2 : ∀ x, (∀ i, number c i * x = x) → singly c * x = x := by
    intro x hx
    have key : ∀ l : List (Fin L), (l.map (occOne c)).prod * x = x := by
      intro l
      induction l with
      | nil => simp
      | cons k l ih =>
        rw [List.map_cons, List.prod_cons, mul_assoc, ih, occOne]
        linear_combination (norm := noncomm_ring) hx k - number c k * hx k
    exact key _
  have h3 : ∀ i, singly c * number c i = singly c := fun i =>
    (singly_comm fun k => comm k i).trans (h1 i)
  refine ⟨fun i => ⟨h1 i, h3 i⟩, h2, ?_⟩
  have e := h2 (star (singly c)) fun i => by
    have q := congrArg star (h3 i)
    have hn : star (number c i) = number c i := by simp [number, hop]
    rwa [star_mul, hn] at q
  have e' := congrArg star e
  rw [star_mul, star_star] at e'
  exact e.symm.trans e'
```

These identities give N_i·q_i = q_i, hence

N_i·P = P = P·N_i

If every N_i fixes x, each q_i does too, so Px = x. Taking x = P* gives P* = PP*, so P is self-adjoint and P² = P.

```lean
/-- An operator that shifts some site's electron number by `a ≠ 0` vanishes between two `P`. -/
theorem sandwich_eq_zero (h : CAR c) {x : A} {a : ℂ} {k : Fin L}
    (hx : number c k * x = x * number c k + a • x) (ha : a ≠ 0) :
    singly c * x * singly c = 0 := by
  obtain ⟨h1, h2⟩ := (singly_projector h).1 k
  have e : singly c * x * singly c = singly c * x * singly c + a • (singly c * x * singly c) :=
    calc singly c * x * singly c = singly c * (number c k * x) * singly c := by
          rw [← mul_assoc, h2]
      _ = singly c * x * (number c k * singly c) + a • (singly c * x * singly c) := by
          rw [hx]
          simp only [mul_add, add_mul, mul_smul_comm, smul_mul_assoc, mul_assoc]
      _ = _ := by rw [h1]
  have z : a • (singly c * x * singly c) = 0 := by
    linear_combination (norm := module) (-1 : ℂ) • e
  rw [← one_smul ℂ (singly c * x * singly c), ← inv_mul_cancel₀ ha, mul_smul, z, smul_zero]
```

If x shifts N_k by a ≠ 0, PxP vanishes:

PxP = P·N_k·x·P = P·x·N_k·P+a·PxP = (1+a)PxP

```lean
/-- Without on-site hopping terms, `P T P = 0` and `D T P = T P`: one hop out of the singly
occupied space creates exactly one doubly occupied site. -/
theorem single_hop (h : CAR c) (t : Fin L → Fin L → ℝ) (ht0 : ∀ i, t i i = 0) :
    singly c * kinetic t c * singly c = 0 ∧
      doubles c * kinetic t c * singly c = kinetic t c * singly c := by
  constructor
  · simp only [kinetic, mul_neg, neg_mul, mul_sum, sum_mul, mul_smul_comm, smul_mul_assoc]
    refine neg_eq_zero.mpr (sum_eq_zero fun i _ => sum_eq_zero fun j _ => ?_)
    by_cases hij : i = j
    · subst hij; simp [ht0]
    · rw [sandwich_eq_zero h (number_hop h i i j) (by simp [transfer, hij]), smul_zero]
  · have e : ∀ i j, i ≠ j → doubles c * (hop c i j * singly c) = hop c i j * singly c := by
      intro i j hij
      -- the site numbers after the hop fix the double occupancy m(m-1)/2
      have hd : ∀ k, doublon c k * (hop c i j * singly c) =
          ((1 + transfer k i j) * transfer k i j / 2) • (hop c i j * singly c) := by
        intro k
        have hy : number c k * (hop c i j * singly c) =
            (1 + transfer k i j) • (hop c i j * singly c) := by
          rw [← mul_assoc, number_hop h, add_mul, mul_assoc, ((singly_projector h).1 k).1,
            smul_mul_assoc, add_smul, one_smul]
        generalize hop c i j * singly c = y at *
        have q : number c k * (number c k * y) =
            number c k * y + doublon c k * y + doublon c k * y := by
          rw [← mul_assoc, (number_sq h k).1, add_mul, add_mul]
        rw [hy, mul_smul_comm, hy] at q
        linear_combination (norm := module) (-1 / 2 : ℂ) • q
      rw [doubles, sum_mul]
      refine (sum_eq_single i (fun k _ hk => ?_) fun q => absurd (mem_univ _) q).trans ?_
      · rw [hd, transfer, if_neg hk]
        by_cases hkj : k = j <;> simp [hkj]
      · rw [hd, transfer, if_pos rfl, if_neg hij]
        norm_num
    rw [mul_assoc]
    simp only [kinetic, neg_mul, mul_neg, sum_mul, mul_sum, smul_mul_assoc, mul_smul_comm]
    refine neg_inj.mpr (sum_congr rfl fun i _ => sum_congr rfl fun j _ => ?_)
    by_cases hij : i = j
    · subst hij; simp [ht0]
    · rw [e i j hij]
```

Since t_ii = 0, every hop shifts a site number. From one electron per site, a hop that the Pauli principle allows leaves site i with two electrons, j with none, others with one:

PTP = 0
DTP = TP

```lean
omit [StarModule ℂ A] in
/-- A hop and its reverse between distinct sites: `N_i - 2 S_i·S_j - N_i N_j / 2`. -/
theorem exchange_identity (h : CAR c) {i j : Fin L} (hij : i ≠ j) :
    hop c i j * hop c j i = number c i - (2 : ℂ) • spinDot c i j
      - (1 / 2 : ℂ) • (number c i * number c j) := by
  have e : ∀ s r, star (c i s) * c j s * (star (c j r) * c i r) =
      (if s = r then star (c i s) * c i r else 0)
        - star (c i s) * c i r * (star (c j r) * c j s) := by
    intro s r
    have h1 := h.anti j i s r
    have h2 := h.car j j s r
    have h3 := (h.car i j r r).trans (if_neg fun q => hij q.1)
    by_cases hs : s = r
    · rw [if_pos ⟨rfl, hs⟩] at h2
      rw [if_pos hs]
      linear_combination (norm := noncomm_ring) star (c i s) * h2 * c i r
        - star (c i s) * star (c j r) * h1 + star (c i s) * h3 * c j s
    · rw [if_neg fun q => hs q.2] at h2
      rw [if_neg hs]
      linear_combination (norm := noncomm_ring) star (c i s) * h2 * c i r
        - star (c i s) * star (c j r) * h1 + star (c i s) * h3 * c j s
  have e00 := e 0 0
  have e01 := e 0 1
  have e10 := e 1 0
  have e11 := e 1 1
  rw [if_pos rfl] at e00 e11
  rw [if_neg (by decide : ¬(0 : Fin 2) = 1)] at e01
  rw [if_neg (by decide : ¬(1 : Fin 2) = 0)] at e10
  have hI : Complex.I / 2 * (Complex.I / 2) = -1 / 4 := by
    linear_combination (1 / 4 : ℂ) * Complex.I_mul_I
  have hy : spinY c i * spinY c j = (-1 / 4 : ℂ) • ((star (c i 1) * c i 0 - star (c i 0) * c i 1)
      * (star (c j 1) * c j 0 - star (c j 0) * c j 1)) := by
    simp only [spinY, smul_mul_assoc, mul_smul_comm, smul_smul, hI]
  rw [spinDot, hy]
  linear_combination (norm :=
    (simp only [spinX, spinZ, number, hop, Fin.sum_univ_two, mul_add, add_mul, mul_sub,
      sub_mul, smul_mul_assoc, mul_smul_comm, mul_assoc]; module))
    e00 + e01 + e10 + e11
```

For i ≠ j, reordering gives

h_ij·h_ji = N_i−Σ_sr c*_(i,s)c_(i,r)c*_(j,r)c_(j,s)

Equal spins supply the z product and N_i·N_j/2; unequal spins supply x and y:

h_ij·h_ji = N_i−2S_i·S_j−N_i·N_j/2

```lean
/-- Superexchange: for real symmetric hopping with zero diagonal and `U ≠ 0`, `-T P / U` solves the
first-order equation `(U D) X = -T P`, and `-P T T P / U` is the Heisenberg exchange with coupling
`4 t² / U` multiplying `(S_i·S_j - 1/4) P` on each bond. -/
theorem superexchange (h : CAR c) (t : Fin L → Fin L → ℝ) (ht : ∀ i j, t i j = t j i)
    (ht0 : ∀ i, t i i = 0) {U : ℝ} (hU : U ≠ 0) :
    ((U : ℂ) • doubles c) * (-(1 / (U : ℂ)) • (kinetic t c * singly c)) =
        -(kinetic t c * singly c) ∧
      -(1 / (U : ℂ)) • (singly c * kinetic t c * kinetic t c * singly c) =
        ∑ i, ∑ j with i < j, (4 * (t i j : ℂ) ^ 2 / (U : ℂ)) •
          ((spinDot c i j - (1 / 4 : ℂ) • (1 : A)) * singly c) := by
  have hU' : (U : ℂ) ≠ 0 := by exact_mod_cast hU
  refine ⟨?_, ?_⟩
  · rw [smul_mul_smul_comm, ← mul_assoc, (single_hop h t ht0).2, mul_neg,
      mul_one_div_cancel hU', neg_one_smul]
  obtain ⟨hP, hfix, -⟩ := singly_projector h
  have hN := fun i => (hP i).1
  have two : ∀ m i j k l, number c m * (hop c i j * hop c k l) =
      hop c i j * hop c k l * number c m
        + (transfer m i j + transfer m k l) • (hop c i j * hop c k l) := by
    intro m i j k l
    linear_combination (norm :=
      (simp only [mul_add, add_mul, mul_smul_comm, smul_mul_assoc, mul_assoc]; module))
      number_hop h m i j * hop c k l + hop c i j * number_hop h m k l
  -- only a hop followed by its reverse returns to single occupancy
  have hz : ∀ i j k l, i ≠ j → ¬(k = j ∧ l = i) →  k ≠ l →
      singly c * (hop c i j * hop c k l) * singly c = 0 := by
    intro i j k l hij hn hkl
    by_cases hl : l = i
    · have hk : j ≠ k := fun q => hn ⟨q.symm, hl⟩
      refine sandwich_eq_zero h (two j i j k l) ?_
      simp [transfer, hl, hij.symm, hk]
    · refine sandwich_eq_zero h (two i i j k l) ?_
      rw [transfer, transfer, if_pos rfl, if_neg hij, if_neg (Ne.symm hl)]
      split_ifs <;> norm_num
  have hv : ∀ i j, i ≠ j → singly c * (hop c i j * hop c j i) * singly c =
      (-2 : ℂ) • ((spinDot c i j - (1 / 4 : ℂ) • (1 : A)) * singly c) := by
    intro i j hij
    have hc : ∀ k, number c k * (hop c i j * hop c j i) = hop c i j * hop c j i * number c k := by
      intro k
      rw [two, show transfer k i j + transfer k j i = 0 by unfold transfer; ring,
        zero_smul, add_zero]
    rw [singly_comm hc, mul_assoc, hfix _ hN, exchange_identity h hij]
    simp only [sub_mul, smul_mul_assoc, mul_assoc, one_mul, hN]
    module
  have kt : ∀ y, kinetic t c * y = -∑ i, ∑ j, (t i j : ℂ) • (hop c i j * y) := by
    intro y
    simp only [kinetic, neg_mul, sum_mul, smul_mul_assoc]
  have inner : ∀ i j, i ≠ j → singly c * (hop c i j * (kinetic t c * singly c)) =
      -((t j i : ℂ) • (singly c * (hop c i j * hop c j i) * singly c)) := by
    intro i j hij
    have zero : ∀ k l, ¬(k = j ∧ l = i) →
        (t k l : ℂ) • (singly c * (hop c i j * (hop c k l * singly c))) = 0 := by
      intro k l hn
      by_cases hkl : k = l
      · subst hkl; simp [ht0]
      · have q := hz i j k l hij hn hkl
        simp only [mul_assoc] at q
        rw [q, smul_zero]
    rw [kt]
    simp only [mul_neg, mul_sum, mul_smul_comm]
    refine neg_inj.mpr ((sum_eq_single j (fun k _ hk => sum_eq_zero fun l _ =>
      zero k l fun q => hk q.1) fun q => absurd (mem_univ _) q).trans
      ((sum_eq_single i (fun l _ hl => zero j l fun q => hl q.2)
        fun q => absurd (mem_univ _) q).trans ?_))
    simp only [mul_assoc]
  have hS : ∀ i j, i ≠ j → spinDot c i j = spinDot c j i := by
    intro i j hij
    have e := fun (s r u v : Fin 2) => bilinear_comm h (i := i) (j := j) (s := s) (r := r)
      (u := u) (v := v) (fun q => hij q.1) (fun q => hij q.1.symm)
    simp only [spinDot, spinX, spinY, spinZ, mul_add, add_mul, mul_sub, sub_mul,
      smul_mul_assoc, mul_smul_comm, e]
    module
  obtain ⟨g, hg⟩ : ∃ g : Fin L → Fin L → A, ∀ i j, g i j =
      (t i j : ℂ) ^ 2 • ((spinDot c i j - (1 / 4 : ℂ) • (1 : A)) * singly c) :=
    ⟨_, fun _ _ => rfl⟩
  have key : singly c * kinetic t c * kinetic t c * singly c = ∑ i, ∑ j, (-2 : ℂ) • g i j := by
    rw [mul_assoc, mul_assoc, kt (kinetic t c * singly c)]
    simp only [mul_neg, mul_sum, mul_smul_comm, ← sum_neg_distrib]
    refine sum_congr rfl fun i _ => sum_congr rfl fun j _ => ?_
    by_cases hij : i = j
    · subst hij; simp [hg, ht0]
    · rw [inner i j hij, hv i j hij, hg, ← ht i j]
      module
  have gs : ∀ i j, g i j = g j i := by
    intro i j
    by_cases hij : i = j
    · rw [hij]
    · rw [hg, hg, ht i j, hS i j hij]
  -- each bond is counted in both directions
  have hsum : ∑ i, ∑ j, g i j =
      (∑ i, ∑ j with i < j, g i j) + ∑ i, ∑ j with i < j, g i j := by
    simp only [sum_filter]
    have e : ∑ i, ∑ j, (if i < j then g i j else 0) = ∑ i, ∑ j, if j < i then g i j else 0 := by
      rw [sum_comm]
      refine sum_congr rfl fun a _ => sum_congr rfl fun b _ => ?_
      rw [gs a b]
    have s : ∑ i, ∑ j, g i j = (∑ i, ∑ j, if i < j then g i j else 0)
        + ∑ i, ∑ j, if j < i then g i j else 0 := by
      simp only [← sum_add_distrib]
      refine sum_congr rfl fun i _ => sum_congr rfl fun j _ => ?_
      rcases lt_trichotomy i j with q | q | q
      · simp [q, not_lt_of_ge q.le]
      · subst q; simp [hg, ht0]
      · simp [q, not_lt_of_ge q.le]
    rw [s, ← e]
  have hr : ∀ i j, (4 * (t i j : ℂ) ^ 2 / (U : ℂ)) •
      ((spinDot c i j - (1 / 4 : ℂ) • (1 : A)) * singly c) = (4 / (U : ℂ)) • g i j := by
    intro i j
    rw [hg, smul_smul]
    congr 1
    ring
  rw [key]
  simp only [hr, ← smul_sum]
  rw [hsum]
  module

end

end Superexchange
```

Let t be symmetric with t_ii = 0, and let U ≠ 0 be the energy per doublon, so the Hubbard Hamiltonian is T+UD. Since DP = 0 and PTP = 0, a state ψ = Pψ acquires, to first order in T, a part Xψ outside the singly occupied space, with UDX = −TP and PX = 0. DTP = TP shows that X = −TP/U solves this:

UD(−TP/U) = −TP

The second-order effective Hamiltonian on the singly occupied space is PTX = −PTTP/U. In PTTP only reversed hops survive, with N_i = N_j = 1:

P·h_ij·h_ji·P = −2(S_i·S_j−1/4)P

Spins on different sites commute, so both directions of a bond add equally:

−PTTP/U = Σ_(i<j) (4t_ij²/U)(S_i·S_j−1/4)P

When U is positive and much larger than the hopping, a spin code for the low-energy states of the half-filled one-orbital Hubbard model can use Σ_(i<j) J_ij S_i·S_j with spin-1/2 operators and J_ij = 4t_ij²/U, each bond counted once, at second order in t. Total energies also need the constant −Σ_(i<j) J_ij/4. Higher orders are not bounded here.

```lean
#print axioms Superexchange.single_hop
#print axioms Superexchange.superexchange
```

```
'Superexchange.single_hop' depends on axioms: [propext, Classical.choice, Quot.sound]
'Superexchange.superexchange' depends on axioms: [propext, Classical.choice, Quot.sound]
```
